# When the propagators of two rank-one pseudopotential channels commute

Let $b$ and $c$ be unit vectors in $\mathbb{C}^N$, let $D$, $E$, $t$ be real, and set $\hbar=1$. Then

$$e^{-itD\,bb^*}=1+(e^{-itD}-1)\,bb^*,$$

and this propagator commutes with $e^{-itE\,cc^*}$ if and only if one of the two is the identity, $\langle b,c\rangle=0$, or $|\langle b,c\rangle|=1$.

A separable nonlocal pseudopotential is a sum of terms such as $D\,bb^*$, where $b$ is the vector of a projector function's components in a finite orthonormal basis, scaled to unit length, and $D$ is the corresponding channel strength. If a time step applies two such channels one after the other, the product of their propagators therefore depends on the order whenever $0<|\langle b,c\rangle|<1$ and neither propagator is the identity. This is a statement about operators: for $N=2$, $tD=tE=\pi$ and $|\langle b,c\rangle|^2=1/2$ the two products differ only by a sign, a global phase that leaves the physical state unchanged.

## From idempotent projectors to the commutator

Write $P=bb^*$, $Q=cc^*$ and $s=\langle b,c\rangle=b^*c$. Since $b^*b=1$, we have $P^2=b(b^*b)b^*=P$, hence $P^k=P$ for $k\ge1$. For any complex $z$,

$$e^{zP}=1+\sum_{k\ge1}\frac{z^k}{k!}P=1+(e^z-1)P.$$

Put $\beta=e^{-itD}-1$ and $\gamma=e^{-itE}-1$. The propagators are $U=1+\beta P$ and $V=1+\gamma Q$, and when $UV-VU$ is expanded only the cross terms survive:

$$UV-VU=\beta\gamma\,(PQ-QP).$$

This vanishes if and only if $\beta=0$, $\gamma=0$ or $PQ=QP$. Because $\operatorname{tr}P=1$, $P$ is not zero, so $\beta=0$ means exactly $U=1$, that is, $tD\in2\pi\mathbb{Z}$. The same holds for $\gamma$ and $V$.

It remains to decide when the projectors commute. We have $PQ=s\,bc^*$ and $QP=\bar s\,cb^*$. If they are equal, then $PQPQ=PQQP$. The trace of the left side is $s^2\bar s^2=|s|^4$, and that of the right side is $\operatorname{tr}(PQ)=|s|^2$. Hence $|s|^2(|s|^2-1)=0$, and $|s|$ is 0 or 1.

Conversely, if $s=0$, both products vanish. If $|s|=1$, then

$$\|c-sb\|^2=1-|s|^2-|s|^2+|s|^2=0,$$

so $c=sb$ and $Q=|s|^2P=P$.

The size of the commutator follows from the same products. Since $(PQ-QP)^*=QP-PQ$, its squared Frobenius norm is $2|s|^2-2|s|^4$. With $|\beta|^2=2-2\cos tD$ and $|\gamma|^2=2-2\cos tE$,

$$\|UV-VU\|_F^2=8(1-\cos tD)(1-\cos tE)\,|s|^2(1-|s|^2).$$

It is wrong to test the generators $DP$ and $EQ$ instead of the propagators. At $tD=2\pi$ the generators may fail to commute, yet $U=1$ commutes with everything. Nor does agreement of the two orders show that the split step is accurate: for $tD=tE=2\pi$ and $0<|s|<1$, both orders give the identity, whereas $e^{-it(DP+EQ)}$ has the eigenvalues $e^{-2\pi i(1\pm|s|)}\neq1$ on the span of $b$ and $c$.

## Channels and overlaps as matrices

In Lean 4 with Mathlib:

```lean
import Mathlib

open Matrix
open scoped ComplexOrder

namespace SeparablePseudopotential

noncomputable section
```

The projector is the matrix with entries $b_i\overline{b_j}$.

```lean
/-- The operator `b b*` of a nonlocal channel with projector vector `b`; it has rank one when `b` is
nonzero. -/
def projector {n : Type*} (b : n → ℂ) : Matrix n n ℂ := vecMulVec b (star b)
```

The propagator is defined as the matrix exponential, so the closed form has to be proved.

```lean
/-- The propagator `exp(-i t D b b*)` of a channel of strength `D` over time `t`, with `ħ = 1`. -/
def propagator {n : Type*} [Fintype n] [DecidableEq n] (b : n → ℂ) (D t : ℝ) :
    Matrix n n ℂ :=
  NormedSpace.exp ((-(Complex.I * t * D)) • projector b)
```

The index type `n` is any finite type and plays the part of the $N$ basis functions or grid points. The overlap $s$ is `star b ⬝ᵥ c`, conjugated in the first argument, and `star b ⬝ᵥ b = 1` states the normalisation. An unnormalised nonzero projector vector $v$ fits after rescaling: $D\,vv^*=(D\|v\|^2)\,bb^*$ with $b=v/\|v\|$.

The model has two channels in an orthonormal basis and a common time $t$. It contains no kinetic energy, local potential or generalised overlap matrix.

The first lemma is the rule $(uv^{T})(wx^{T})=(v^{T}w)\,ux^{T}$, which reduces every product of projectors to one dyad.

```lean
variable {n : Type*} [Fintype n]

/-- The product of two dyads is a dyad weighted by the contraction of the inner vectors. -/
theorem dyad_mul (u v w x : n → ℂ) :
    vecMulVec u v * vecMulVec w x = (v ⬝ᵥ w) • vecMulVec u x := by
  ext i j
  simp only [Matrix.mul_apply, vecMulVec_apply, Matrix.smul_apply, smul_eq_mul, dotProduct,
    Finset.sum_mul]
  exact Finset.sum_congr rfl (fun k _ => by ring)
```

Three auxiliary facts give the trace of a dyad, $\langle c,b\rangle=\overline{\langle b,c\rangle}$ and $s\bar s=|s|^2$.

```lean
private theorem dyad_trace (u v : n → ℂ) : trace (vecMulVec u v) = v ⬝ᵥ u := by
  simp [Matrix.trace, vecMulVec_apply, dotProduct, mul_comm]

private theorem overlap_star (b c : n → ℂ) : star c ⬝ᵥ b = star (star b ⬝ᵥ c) := by
  simp only [dotProduct, star_sum, star_mul', Pi.star_apply, star_star]
  exact Finset.sum_congr rfl (fun k _ => by ring)

private theorem mul_star_eq (s : ℂ) : s * star s = ((‖s‖ ^ 2 : ℝ) : ℂ) := by
  rw [Complex.star_def, Complex.mul_conj, Complex.normSq_eq_norm_sq]
```

## Commuting projectors

In the forward direction, `h1` is $PQPQ=PQQP$ and `h2` compares the traces; `h3` is the factorised equation for $s\bar s$. In the converse, `hv` says that $c-sb$ has zero norm, `hcb` gives $c=sb$, and `hP` identifies the two projectors.

```lean
/-- The projectors on two unit vectors commute exactly when the vectors are orthogonal or
their overlap has modulus one. -/
theorem projectors_commute_iff {b c : n → ℂ} (hb : star b ⬝ᵥ b = 1) (hc : star c ⬝ᵥ c = 1) :
    projector b * projector c = projector c * projector b ↔
      star b ⬝ᵥ c = 0 ∨ ‖star b ⬝ᵥ c‖ = 1 := by
  have hs' := overlap_star b c
  generalize hs : star b ⬝ᵥ c = s at hs' ⊢
  have hw := mul_star_eq s
  constructor
  · intro h
    -- for commuting projectors PQPQ = PQQP; compare traces
    have h1 : projector b * projector c * (projector b * projector c)
        = projector b * projector c * (projector c * projector b) := by rw [← h]
    have h2 := congrArg trace h1
    simp only [projector, dyad_mul, Matrix.smul_mul, Matrix.mul_smul, trace_smul, dyad_trace,
      smul_eq_mul, hb, hc, hs, hs'] at h2
    have h3 : (s * star s) * (s * star s - 1) = 0 := by linear_combination h2
    rcases mul_eq_zero.mp h3 with h4 | h4
    · left
      rcases mul_eq_zero.mp h4 with h5 | h5
      · exact h5
      · exact star_eq_zero.mp h5
    · right
      rw [hw] at h4
      have h5 : ‖s‖ ^ 2 = 1 := by exact_mod_cast sub_eq_zero.mp h4
      nlinarith [norm_nonneg s]
  · rintro (h | h)
    · simp only [projector, dyad_mul, hs, hs', h, star_zero, zero_smul]
    · have hw1 : s * star s = 1 := by rw [hw, h]; norm_num
      -- equality in Cauchy-Schwarz: c - s b has zero norm
      have hv : star (c - s • b) ⬝ᵥ (c - s • b) = 0 := by
        simp only [star_sub, star_smul, sub_dotProduct, dotProduct_sub, smul_dotProduct,
          dotProduct_smul, smul_eq_mul, hb, hc, hs, hs']
        linear_combination -hw1
      have hcb : c = s • b := sub_eq_zero.mp (dotProduct_star_self_eq_zero.mp hv)
      have hP : projector c = projector b := by
        rw [hcb]
        ext i j
        simp only [projector, vecMulVec_apply, Pi.smul_apply, Pi.star_apply, smul_eq_mul,
          star_mul']
        linear_combination (b i * star (b j)) * hw1
      rw [hP]
```

## The exponential and the commutator of the propagators

The next theorem holds for every idempotent matrix, Hermitian or not. `hpow` is $P^{k+1}=P$. `hterm` writes each term of the series as $z^k/k!$ times $P$, with the correction $1-P$ at $k=0$, so the sum is $(1-P)+e^zP$.

```lean
variable [DecidableEq n]

/-- For an idempotent matrix `P` and a complex number `z`, the exponential of `z P` is
`1 + (exp z - 1) P`. -/
theorem exp_smul_idempotent (P : Matrix n n ℂ) (hP : P * P = P) (z : ℂ) :
    NormedSpace.exp (z • P) = 1 + (Complex.exp z - 1) • P := by
  have hpow : ∀ k : ℕ, P ^ (k + 1) = P := by
    intro k
    induction k with
    | zero => simp
    | succ k ih => rw [pow_succ, ih, hP]
  have hsum : Summable (fun k : ℕ => z ^ k / (k.factorial : ℂ)) :=
    Summable.of_norm (by
      simpa [norm_div, norm_pow] using Real.summable_pow_div_factorial ‖z‖)
  have hz : HasSum (fun k : ℕ => z ^ k / (k.factorial : ℂ)) (Complex.exp z) := by
    rw [Complex.exp_eq_exp_ℂ, NormedSpace.exp_eq_tsum_div]
    exact hsum.hasSum
  -- only the zeroth term differs from a multiple of P
  have h := (hasSum_ite_eq (0 : ℕ) (1 - P)).add (hz.smul_const P)
  have hterm : ∀ k : ℕ, ((k.factorial : ℂ)⁻¹) • (z • P) ^ k
      = (if k = 0 then 1 - P else 0) + (z ^ k / (k.factorial : ℂ)) • P := by
    intro k
    cases k with
    | zero => simp
    | succ k =>
      rw [smul_pow, hpow k, smul_smul, if_neg (Nat.succ_ne_zero k), zero_add, div_eq_inv_mul]
  rw [NormedSpace.exp_eq_tsum ℂ]
  refine (tsum_congr hterm).trans (h.tsum_eq.trans ?_)
  module
```

For a unit vector, `dyad_mul` supplies $P^2=P$, and the closed form follows with $z=-itD$.

```lean
/-- For a unit vector `b`, the channel propagator is `1 + (exp(-i t D) - 1) b b*`. -/
theorem propagator_eq {b : n → ℂ} (hb : star b ⬝ᵥ b = 1) (D t : ℝ) :
    propagator b D t = 1 + (Complex.exp (-(Complex.I * t * D)) - 1) • projector b :=
  exp_smul_idempotent _ (by rw [projector, dyad_mul, hb, one_smul]) _
```

Taking the trace turns $\beta P=0$ into $\beta=0$. The remaining steps convert $e^{-itD}=1$ into a condition on $tD$; the minus sign in the exponent is why the integer changes sign.

```lean
/-- For a unit vector `b`, the channel propagator is the identity exactly when `t D` is an
integer multiple of `2π`. -/
theorem propagator_eq_one_iff {b : n → ℂ} (hb : star b ⬝ᵥ b = 1) (D t : ℝ) :
    propagator b D t = 1 ↔ ∃ k : ℤ, t * D = 2 * Real.pi * k := by
  have h1 : propagator b D t = 1 ↔ Complex.exp (-(Complex.I * t * D)) = 1 := by
    rw [propagator_eq hb]
    constructor
    · intro h
      have h2 := congrArg trace (add_eq_left.mp h)
      rw [trace_smul, projector, dyad_trace, hb, trace_zero, smul_eq_mul, mul_one] at h2
      exact sub_eq_zero.mp h2
    · intro h
      rw [h, sub_self, zero_smul, add_zero]
  rw [h1, Complex.exp_eq_one_iff]
  constructor
  · rintro ⟨k, hk⟩
    refine ⟨-k, ?_⟩
    have h2 : ((t * D : ℝ) : ℂ) = ((2 * Real.pi * ((-k : ℤ) : ℝ) : ℝ) : ℂ) := by
      push_cast
      linear_combination Complex.I * hk + (t * D + 2 * Real.pi * k) * Complex.I_sq
    exact_mod_cast h2
  · rintro ⟨k, hk⟩
    refine ⟨-k, ?_⟩
    have h2 : (t : ℂ) * D = 2 * Real.pi * k := by exact_mod_cast hk
    push_cast
    linear_combination -Complex.I * h2
```

The commutator identity is the expansion of $(1+\beta P)(1+\gamma Q)$ in both orders.

```lean
/-- For unit vectors, the commutator of two channel propagators is the commutator of the
projectors times the deviations of both phase factors from one. -/
theorem propagator_commutator {b c : n → ℂ} (hb : star b ⬝ᵥ b = 1) (hc : star c ⬝ᵥ c = 1)
    (D E t : ℝ) :
    propagator b D t * propagator c E t - propagator c E t * propagator b D t =
      ((Complex.exp (-(Complex.I * t * D)) - 1) * (Complex.exp (-(Complex.I * t * E)) - 1)) •
        (projector b * projector c - projector c * projector b) := by
  rw [propagator_eq hb, propagator_eq hc]
  simp only [add_mul, mul_add, one_mul, mul_one, Matrix.smul_mul, Matrix.mul_smul]
  module
```

The main equivalence combines these results. If the propagators commute, the scalar $\beta\gamma$ or the commutator of the projectors is zero, and each case gives one of the listed alternatives. Conversely, an identity propagator commutes trivially, and the other two alternatives make the projectors commute.

```lean
/-- The propagators of two channels with unit vectors `b` and `c` commute exactly when one of
them is the identity, the vectors are orthogonal, or their overlap has modulus one. -/
theorem propagators_commute_iff {b c : n → ℂ} (hb : star b ⬝ᵥ b = 1) (hc : star c ⬝ᵥ c = 1)
    (D E t : ℝ) :
    propagator b D t * propagator c E t = propagator c E t * propagator b D t ↔
      propagator b D t = 1 ∨ propagator c E t = 1 ∨
        star b ⬝ᵥ c = 0 ∨ ‖star b ⬝ᵥ c‖ = 1 := by
  constructor
  · intro h
    have h1 := propagator_commutator hb hc D E t
    rw [sub_eq_zero.mpr h] at h1
    rcases smul_eq_zero.mp h1.symm with h2 | h2
    · rcases mul_eq_zero.mp h2 with h3 | h3
      · left
        rw [propagator_eq hb, h3, zero_smul, add_zero]
      · right; left
        rw [propagator_eq hc, h3, zero_smul, add_zero]
    · exact Or.inr (Or.inr ((projectors_commute_iff hb hc).mp (sub_eq_zero.mp h2)))
  · rintro (h | h | h)
    · rw [h, one_mul, mul_one]
    · rw [h, one_mul, mul_one]
    · apply sub_eq_zero.mp
      rw [propagator_commutator hb hc, (projectors_commute_iff hb hc).mpr h, sub_self, smul_zero]
```

## The size of the order error, and a pair in two dimensions

The phase factor enters through $|\beta|^2=2-2\cos tD$.

```lean
private theorem phase_deviation (D t : ℝ) :
    (Complex.exp (-(Complex.I * t * D)) - 1) * star (Complex.exp (-(Complex.I * t * D)) - 1)
      = ((2 - 2 * Real.cos (t * D) : ℝ) : ℂ) := by
  have he : Complex.exp (-(Complex.I * t * D))
      = (Real.cos (t * D) : ℂ) - (Real.sin (t * D) : ℂ) * Complex.I := by
    rw [show -(Complex.I * t * D) = ((-(t * D) : ℝ) : ℂ) * Complex.I by push_cast; ring,
      Complex.exp_mul_I, ← Complex.ofReal_cos, ← Complex.ofReal_sin, Real.cos_neg, Real.sin_neg,
      Complex.ofReal_neg]
    ring
  have hCS := Real.sin_sq_add_cos_sq (t * D)
  rw [he, Complex.star_def, Complex.mul_conj]
  generalize Real.cos (t * D) = C at hCS ⊢
  generalize Real.sin (t * D) = S at hCS ⊢
  congr 1
  simp [Complex.normSq_apply]
  linear_combination hCS
```

In `order_error` the left side is $\operatorname{tr}(A^*A)$ for the commutator $A=UV-VU$, and the right side is a real number regarded as complex. The step `key` expands the products into dyads and collects the traces.

```lean
/-- For unit vectors, the squared Frobenius norm of the difference between the two orders of a
split step, in terms of the phases `t D`, `t E` and the modulus of the overlap. -/
theorem order_error {b c : n → ℂ} (hb : star b ⬝ᵥ b = 1) (hc : star c ⬝ᵥ c = 1) (D E t : ℝ) :
    trace ((propagator b D t * propagator c E t - propagator c E t * propagator b D t)ᴴ *
      (propagator b D t * propagator c E t - propagator c E t * propagator b D t)) =
      ((8 * (1 - Real.cos (t * D)) * (1 - Real.cos (t * E)) *
        ‖star b ⬝ᵥ c‖ ^ 2 * (1 - ‖star b ⬝ᵥ c‖ ^ 2) : ℝ) : ℂ) := by
  have hconj : ∀ u v : n → ℂ, (vecMulVec u (star v))ᴴ = vecMulVec v (star u) := by
    intro u v
    ext i j
    simp [conjTranspose_apply, vecMulVec_apply, mul_comm]
  have hβ := phase_deviation D t
  have hγ := phase_deviation E t
  have hs' := overlap_star b c
  rw [propagator_commutator hb hc]
  generalize hs : star b ⬝ᵥ c = s at hs' ⊢
  generalize Complex.exp (-(Complex.I * t * D)) - 1 = β at hβ ⊢
  generalize Complex.exp (-(Complex.I * t * E)) - 1 = γ at hγ ⊢
  -- reduce every product of projectors to a dyad
  have key : trace (((β * γ) • (projector b * projector c - projector c * projector b))ᴴ *
      ((β * γ) • (projector b * projector c - projector c * projector b)))
      = (β * star β) * (γ * star γ) * (2 * (s * star s) * (1 - s * star s)) := by
    simp only [projector, dyad_mul, hs, hs', conjTranspose_smul, conjTranspose_sub, hconj,
      star_mul', star_star, Matrix.smul_mul, Matrix.mul_smul, sub_mul, mul_sub, trace_smul,
      trace_sub, dyad_trace, smul_eq_mul, hb, hc]
    ring
  rw [key, hβ, hγ, mul_star_eq s]
  push_cast
  ring
```

Finally, take $b=(1,0)$, $c=(3/5,4/5)$, $D=E=1$ and $t=\pi$. The overlap is $3/5$, which is neither zero nor of modulus one. Neither propagator is the identity, because $\pi=2\pi k$ would require $1=2k$ for an integer $k$. All four alternatives fail, so the order matters.

```lean
/-- In two dimensions, the channels with vectors `(1, 0)` and `(3/5, 4/5)`, unit strengths and
time `π` have propagators that do not commute. -/
theorem order_dependence_witness :
    propagator ![1, 0] 1 Real.pi * propagator ![3 / 5, 4 / 5] 1 Real.pi ≠
      propagator ![3 / 5, 4 / 5] 1 Real.pi * propagator ![1, 0] 1 Real.pi := by
  have hb : star (![1, 0] : Fin 2 → ℂ) ⬝ᵥ ![1, 0] = 1 := by
    simp [dotProduct, Fin.sum_univ_two]
  have h3 : star (3 / 5 : ℂ) = 3 / 5 := by
    have h := Complex.conj_ofReal (3 / 5)
    push_cast at h
    exact h
  have h4 : star (4 / 5 : ℂ) = 4 / 5 := by
    have h := Complex.conj_ofReal (4 / 5)
    push_cast at h
    exact h
  have hc : star (![3 / 5, 4 / 5] : Fin 2 → ℂ) ⬝ᵥ ![3 / 5, 4 / 5] = 1 := by
    rw [dotProduct, Fin.sum_univ_two]
    change star (3 / 5 : ℂ) * (3 / 5) + star (4 / 5 : ℂ) * (4 / 5) = 1
    rw [h3, h4]
    norm_num
  have hs : star (![1, 0] : Fin 2 → ℂ) ⬝ᵥ ![3 / 5, 4 / 5] = 3 / 5 := by
    simp [dotProduct, Fin.sum_univ_two]
  -- half a period is not a whole number of periods
  have hk : ¬ ∃ k : ℤ, Real.pi * 1 = 2 * Real.pi * k := by
    rintro ⟨k, hk⟩
    have h1 : (1 : ℝ) = 2 * k := mul_left_cancel₀ Real.pi_ne_zero (by linarith)
    have h2 : (1 : ℤ) = 2 * k := by exact_mod_cast h1
    omega
  rw [Ne, propagators_commute_iff hb hc, propagator_eq_one_iff hb, propagator_eq_one_iff hc, hs]
  rintro (h | h | h | h)
  · exact hk h
  · exact hk h
  · norm_num at h
  · norm_num at h

end

end SeparablePseudopotential
```

```lean
#print axioms SeparablePseudopotential.propagators_commute_iff
-- 'SeparablePseudopotential.propagators_commute_iff' depends on axioms: [propext, Classical.choice, Quot.sound]
#print axioms SeparablePseudopotential.order_error
-- 'SeparablePseudopotential.order_error' depends on axioms: [propext, Classical.choice, Quot.sound]
```
